# The two-thirds rule for the spin-orbit splitting of transverse p states

Spin-orbit coupling splits p-like valence states at the centre of the Brillouin zone, and it also splits them along a direction n away from the centre. The model compared here keeps, along n, the states whose orbital part is perpendicular to n, and projects the coupling onto them.

Let L₀, L₁, L₂ be the spin-1 matrices and S₀, S₁, S₂ the spin-1/2 matrices for the axes x, y, z, with ħ = 1. The Hamiltonian at the centre is λX, where

X = Σᵢ Lᵢ ⊗ Sᵢ

and the real constant λ ≠ 0 is the spin-orbit coupling strength of the p shell. Its levels are λ/2 and −λ. For a unit vector n, the projected Hamiltonian has levels λ/2 and −λ/2. The splittings are 3|λ|/2 and |λ|, in the ratio 2/3.

In optical spectra of zincblende semiconductors, this ratio links the spin-orbit splitting of the E₁ critical points along [111] to that of the valence band at the zone centre, within a one-parameter model of p states. The step from the model to a crystal is the use of the projected λX, with the same λ, as the Hamiltonian along n. This is reasonable when the two transverse orbitals are degenerate, the longitudinal one is far away in energy compared with |λ|, and λ changes little from the centre.

## Levels of the full and the projected coupling

In the Cartesian p basis, Lᵢu = i eᵢ × u, where eᵢ is the unit vector along axis i and the prefactor i is the imaginary unit. Write Sᵢ = σᵢ/2, with σ₀, σ₁, σ₂ the Pauli matrices for x, y, z, and Y = 2X. In Y² the equal-index terms give L² = 2, and the others combine into commutators:

Y² = 2 + i([L₀,L₁]⊗σ₂ + [L₁,L₂]⊗σ₀ + [L₂,L₀]⊗σ₁) = 2 − Y.

Dividing by 4 gives X² = 1/2 − X/2, that is,

(X − 1/2)(X + 1) = 0.

Every eigenvalue is therefore 1/2 or −1. Both occur: X has a zero diagonal entry, so it is neither 1/2 nor −1 times the identity. Hence some (X + 1)w is nonzero and is an eigenvector for 1/2, and some (X − 1/2)w is one for −1.

Now let N = n·L, so that Nu = i n × u. The double cross product gives

v × (w × (v × u)) = −(v·w) v × u.

With v = n and w = eᵢ this reads

N Lᵢ N = nᵢN.

Multiplying by nᵢ and summing gives N³ = N, since n is a unit vector. Thus N² is a Hermitian projection. It sends u to u − n(n·u), which removes the longitudinal orbital, and its trace is 2. With spin included, P = N² ⊗ 1 has rank 4. Moreover,

N²LᵢN² = N(NLᵢN)N = nᵢN³ = nᵢN,

PXP = N ⊗ (n·S).

Since N has trace zero and (n·S)² = 1/4, PXP is traceless and

(PXP)² = P/4.

On the range of P the levels can only be 1/2 and −1/2. If just one occurred, PXP would be P/2 or −P/2, with trace 2 or −2 instead of 0.

As an instance, take n = (0,0,1) and λ = 0.2 eV. The transverse orbital (1,i,0)/√2 has N = 1, so with spin up and spin down its projected energies are 0.1 eV and −0.1 eV. The orbital (1,−i,0)/√2 gives the same two values. The splitting is 0.2 eV, against 0.1 − (−0.2) = 0.3 eV at the centre.

## Matrices, projection and levels in Lean

```lean
import Mathlib

open Matrix
open scoped Kronecker

namespace TwoThirdsRule

noncomputable section
```

The orbital matrices are built from the cross product.

```lean
/-- The matrix of the cross product `w ↦ v × w`. -/
def cross (v : Fin 3 → ℂ) : Matrix (Fin 3) (Fin 3) ℂ :=
  !![0, -v 2, v 1; v 2, 0, -v 0; -v 1, v 0, 0]

/-- Spin-1 matrices in the Cartesian basis of p orbitals. -/
def L (i : Fin 3) : Matrix (Fin 3) (Fin 3) ℂ := Complex.I • cross (Pi.single i 1)
```

Lean numbers the axes 0, 1, 2, so `pauli 0` is the Pauli matrix for x and not the identity.

```lean
/-- The Pauli matrices. -/
def pauli : Fin 3 → Matrix (Fin 2) (Fin 2) ℂ :=
  ![!![0, 1; 1, 0], !![0, -Complex.I; Complex.I, 0], !![1, 0; 0, -1]]

/-- Spin-1/2 matrices. -/
def S (i : Fin 3) : Matrix (Fin 2) (Fin 2) ℂ := (1 / 2 : ℂ) • pauli i

/-- The linear combination `n · J` of three matrices `J i` with real coefficients `n i`. -/
def along {m : Type*} (n : Fin 3 → ℝ) (J : Fin 3 → Matrix m m ℂ) : Matrix m m ℂ :=
  ∑ i, (n i : ℂ) • J i
```

The matrix `spinOrbit` is X, with λ set to 1. Its index pairs an orbital with a spin state.

```lean
/-- The spin-orbit operator `L · S` on p orbitals with spin. -/
def spinOrbit : Matrix (Fin 3 × Fin 2) (Fin 3 × Fin 2) ℂ := ∑ i, L i ⊗ₖ S i
```

The matrix `transverse n` is P; it is a projection once n is a unit vector.

```lean
/-- The operator `(n · L)² ⊗ 1`. -/
def transverse (n : Fin 3 → ℝ) : Matrix (Fin 3 × Fin 2) (Fin 3 × Fin 2) ℂ :=
  (along n L * along n L) ⊗ₖ 1
```

A level of A on the range of P needs a nonzero eigenvector v with Pv = v. This excludes the zero eigenvalue that PXP has on the discarded longitudinal states. The result is a set of complex numbers, so degeneracies are not recorded.

```lean
/-- The eigenvalues of `A` that have an eigenvector left fixed by `P`. -/
def levels {m : Type*} [Fintype m] (A P : Matrix m m ℂ) : Set ℂ :=
  {E | ∃ v : m → ℂ, v ≠ 0 ∧ P *ᵥ v = v ∧ A *ᵥ v = E • v}
```

## The quadratic relation at the centre

The commutators, the value of L² and the Pauli products are checked entry by entry.

```lean
/-- The matrices `L` obey the angular momentum commutation relations, with `L² = 2`. -/
theorem L_algebra : L 0 * L 1 - L 1 * L 0 = Complex.I • L 2 ∧
    L 1 * L 2 - L 2 * L 1 = Complex.I • L 0 ∧ L 2 * L 0 - L 0 * L 2 = Complex.I • L 1 ∧
    L 0 * L 0 + L 1 * L 1 + L 2 * L 2 = (2 : ℂ) • 1 := by
  refine ⟨?_, ?_, ?_, ?_⟩ <;> ext i j <;> fin_cases i <;> fin_cases j <;>
    simp [L, cross] <;> norm_num

lemma pauli_mul : pauli 0 * pauli 0 = 1 ∧ pauli 1 * pauli 1 = 1 ∧ pauli 2 * pauli 2 = 1 ∧
    pauli 0 * pauli 1 = Complex.I • pauli 2 ∧ pauli 1 * pauli 0 = -(Complex.I • pauli 2) ∧
    pauli 1 * pauli 2 = Complex.I • pauli 0 ∧ pauli 2 * pauli 1 = -(Complex.I • pauli 0) ∧
    pauli 2 * pauli 0 = Complex.I • pauli 1 ∧ pauli 0 * pauli 2 = -(Complex.I • pauli 1) := by
  have h0 : pauli 0 = !![0, 1; 1, 0] := rfl
  have h1 : pauli 1 = !![0, -Complex.I; Complex.I, 0] := rfl
  have h2 : pauli 2 = !![1, 0; 0, -1] := rfl
  refine ⟨?_, ?_, ?_, ?_, ?_, ?_, ?_, ?_, ?_⟩ <;> ext i j <;> fin_cases i <;> fin_cases j <;>
    simp [h0, h1, h2, Matrix.mul_apply, Fin.sum_univ_two]
```

In the next proof, `hX` writes X as Y/2 and `hY` is Y² = 2 − Y. The `linear_combination` step adds the entries of L² and of the three commutators with the Pauli coefficients of the derivation above.

```lean
/-- The spin-orbit operator satisfies `(X - 1/2)(X + 1) = 0`. -/
theorem spinOrbit_quadratic : (spinOrbit - (1 / 2 : ℂ) • 1) * (spinOrbit + 1) = 0 := by
  obtain ⟨c2, c0, c1, cas⟩ := L_algebra
  have hX : spinOrbit =
      (1 / 2 : ℂ) • (L 0 ⊗ₖ pauli 0 + L 1 ⊗ₖ pauli 1 + L 2 ⊗ₖ pauli 2) := by
    simp only [spinOrbit, S, Fin.sum_univ_three, Matrix.kronecker_smul, smul_add]
  -- the symmetric part gives the Casimir, the antisymmetric part the commutators
  have hY : (L 0 ⊗ₖ pauli 0 + L 1 ⊗ₖ pauli 1 + L 2 ⊗ₖ pauli 2) *
      (L 0 ⊗ₖ pauli 0 + L 1 ⊗ₖ pauli 1 + L 2 ⊗ₖ pauli 2) =
      (2 : ℂ) • 1 - (L 0 ⊗ₖ pauli 0 + L 1 ⊗ₖ pauli 1 + L 2 ⊗ₖ pauli 2) := by
    rw [← Matrix.one_kronecker_one (m := Fin 3) (n := Fin 2)]
    simp only [mul_add, add_mul, ← Matrix.mul_kronecker_mul, pauli_mul]
    ext ⟨i, a⟩ ⟨j, b⟩
    have e0 := congrFun (congrFun c0 i) j
    have e1 := congrFun (congrFun c1 i) j
    have e2 := congrFun (congrFun c2 i) j
    have e := congrFun (congrFun cas i) j
    simp only [Matrix.add_apply, Matrix.sub_apply, Matrix.smul_apply, Matrix.neg_apply,
      Matrix.kroneckerMap_apply, smul_eq_mul] at e0 e1 e2 e ⊢
    linear_combination (1 : Matrix (Fin 2) (Fin 2) ℂ) a b * e + Complex.I * pauli 0 a b * e0 +
      Complex.I * pauli 1 a b * e1 + Complex.I * pauli 2 a b * e2 +
      (L 0 i j * pauli 0 a b + L 1 i j * pauli 1 a b + L 2 i j * pauli 2 a b) * Complex.I_mul_I
  rw [hX]
  generalize L 0 ⊗ₖ pauli 0 + L 1 ⊗ₖ pauli 1 + L 2 ⊗ₖ pauli 2 = Y at hY
  simp only [sub_mul, mul_add, smul_mul_assoc, mul_smul_comm, hY, one_mul, mul_one]
  module
```

## Projection onto the transverse states

The double cross product identity becomes a statement about matrices, and `along_L` identifies n·L with i times a cross product matrix.

```lean
lemma cross_sandwich (v w : Fin 3 → ℂ) :
    cross v * cross w * cross v = (-(v ⬝ᵥ w)) • cross v := by
  ext i j
  fin_cases i <;> fin_cases j <;> simp [cross, Matrix.mul_apply, Fin.sum_univ_three, dotProduct,
    -mul_eq_mul_left_iff, -mul_eq_mul_right_iff] <;> ring

lemma along_L (n : Fin 3 → ℝ) : along n L = Complex.I • cross (fun i => (n i : ℂ)) := by
  ext i j
  fin_cases i <;> fin_cases j <;>
    simp [along, L, cross, Fin.sum_univ_three, Pi.single_apply, mul_comm]
```

The hypothesis `hn` says that the real vector n has unit length; `unit_cast` carries this to complex numbers. The next two results are N³ = N and NLᵢN = nᵢN, the second valid for any real n.

```lean
lemma unit_cast {n : Fin 3 → ℝ} (hn : ∑ i, n i ^ 2 = 1) :
    (fun i => (n i : ℂ)) ⬝ᵥ (fun i => (n i : ℂ)) = 1 := by
  simp only [dotProduct, ← sq]
  exact_mod_cast hn

lemma along_cube {n : Fin 3 → ℝ} (hn : ∑ i, n i ^ 2 = 1) :
    along n L * along n L * along n L = along n L := by
  rw [along_L]
  simp only [smul_mul_assoc, mul_smul_comm, cross_sandwich, unit_cast hn]
  linear_combination (norm := module)
    (-Complex.I * Complex.I_mul_I) • cross (fun i => (n i : ℂ))

/-- For every real vector `n` and each `i`, `(n · L) (L i) (n · L)` equals `n i` times `n · L`. -/
theorem along_sandwich (n : Fin 3 → ℝ) (i : Fin 3) :
    along n L * L i * along n L = (n i : ℂ) • along n L := by
  rw [along_L, L]
  simp only [smul_mul_assoc, mul_smul_comm, cross_sandwich, dotProduct_single, mul_one]
  linear_combination (norm := module)
    (-(Complex.I * (n i : ℂ)) * Complex.I_mul_I) • cross (fun i => (n i : ℂ))
```

The rank follows from the trace, because the two agree for a projection.

```lean
lemma transverse_trace {n : Fin 3 → ℝ} (hn : ∑ i, n i ^ 2 = 1) : (transverse n).trace = 4 := by
  have t (v : Fin 3 → ℂ) : (cross v * cross v).trace = -2 * (v ⬝ᵥ v) := by
    simp [Matrix.trace_fin_three, cross, Fin.sum_univ_three, dotProduct]
    ring
  rw [transverse, Matrix.trace_kronecker, along_L, smul_mul_smul_comm, Complex.I_mul_I,
    Matrix.trace_smul, t, unit_cast hn, Matrix.trace_one]
  norm_num

/-- For a unit vector `n`, `(n · L)² ⊗ 1` is a Hermitian projection of rank 4. -/
theorem transverse_projection {n : Fin 3 → ℝ} (hn : ∑ i, n i ^ 2 = 1) :
    transverse n * transverse n = transverse n ∧ (transverse n).IsHermitian ∧
      (transverse n).rank = 4 := by
  have hPP : transverse n * transverse n = transverse n := by
    rw [transverse, ← Matrix.mul_kronecker_mul, ← mul_assoc, along_cube hn, one_mul]
  have hH : (along n L)ᴴ = along n L := by
    rw [along_L]
    ext i j
    fin_cases i <;> fin_cases j <;> simp [cross]
  refine ⟨hPP, ?_, ?_⟩
  · rw [Matrix.IsHermitian, transverse, Matrix.conjTranspose_kronecker,
      Matrix.conjTranspose_mul, hH, Matrix.conjTranspose_one]
  · -- the rank of a projection is its trace
    have hproj : LinearMap.IsProj (LinearMap.range (Matrix.toLin' (transverse n)))
        (Matrix.toLin' (transverse n)) := ⟨fun x => ⟨x, rfl⟩, by
      rintro _ ⟨x, rfl⟩
      rw [← LinearMap.comp_apply, ← Matrix.toLin'_mul, hPP]⟩
    have ht := hproj.trace
    rw [LinearMap.trace_eq_matrix_trace ℂ (Pi.basisFun ℂ _), LinearMap.toMatrix_eq_toMatrix',
      LinearMap.toMatrix'_toLin', transverse_trace hn] at ht
    have h4 : ((transverse n).rank : ℂ) = 4 := ht.symm
    exact_mod_cast h4
```

In the following theorem, `q` is N²LᵢN² = nᵢN, and `s` is (n·S)² = 1/4.

```lean
/-- For a unit vector `n`, the projected spin-orbit operator is `(n · L) ⊗ (n · S)`;
it is traceless and its square is a quarter of the projection. -/
theorem projected_spinOrbit {n : Fin 3 → ℝ} (hn : ∑ i, n i ^ 2 = 1) :
    transverse n * spinOrbit * transverse n = along n L ⊗ₖ along n S ∧
    (along n L ⊗ₖ along n S).trace = 0 ∧
    (along n L ⊗ₖ along n S) * (along n L ⊗ₖ along n S) = (1 / 4 : ℂ) • transverse n := by
  have e : along n S = (n 0 : ℂ) • S 0 + (n 1 : ℂ) • S 1 + (n 2 : ℂ) • S 2 := by
    simp only [along, Fin.sum_univ_three]
  refine ⟨?_, ?_, ?_⟩
  · have q (i : Fin 3) : along n L * along n L * L i * (along n L * along n L) =
        (n i : ℂ) • along n L := by
      calc _ = along n L * (along n L * L i * along n L) * along n L := by simp only [mul_assoc]
        _ = _ := by rw [along_sandwich, mul_smul_comm, smul_mul_assoc, along_cube hn]
    simp only [transverse, spinOrbit, Fin.sum_univ_three, mul_add, add_mul,
      ← Matrix.mul_kronecker_mul, one_mul, mul_one, q, e, Matrix.kronecker_add,
      Matrix.kronecker_smul, Matrix.smul_kronecker]
  · have t : (along n L).trace = 0 := by simp [along_L, cross, Matrix.trace_fin_three]
    rw [Matrix.trace_kronecker, t, zero_mul]
  · have h := unit_cast hn
    simp only [dotProduct, Fin.sum_univ_three] at h
    have s : along n S * along n S = (1 / 4 : ℂ) • 1 := by
      simp only [e, S, mul_add, add_mul, smul_mul_assoc, mul_smul_comm, pauli_mul]
      linear_combination (norm := module) ((1 / 4 : ℂ) * h) • (1 : Matrix (Fin 2) (Fin 2) ℂ)
    rw [← Matrix.mul_kronecker_mul, s, Matrix.kronecker_smul, transverse]
```

## From quadratic relations to the ratio

The eigenvector argument is the same in both cases, so it is stated once for a general matrix A and projection P. In `key`, a nonzero vector (A − bP)w supplies the level a; exchanging the factors supplies b. Conversely, applying the quadratic relation to an eigenvector in the range of P gives (E − a)(E − b) = 0.

```lean
/-- If `P² = P`, `PA = AP = A`, `(A - aP)(A - bP) = 0` and `A` is neither `aP` nor `bP`, then
the levels of `A` on the range of `P` are exactly `a` and `b`. -/
theorem levels_of_quadratic {m : Type*} [Fintype m] [DecidableEq m] {A P : Matrix m m ℂ}
    {a b : ℂ} (hP : P * P = P) (h1 : P * A = A) (h2 : A * P = A)
    (hq : (A - a • P) * (A - b • P) = 0) (ha : A ≠ a • P) (hb : A ≠ b • P) :
    levels A P = {a, b} := by
  -- a nonzero vector in the range of `A - bP` is an eigenvector with eigenvalue `a`
  have key : ∀ a b : ℂ, (A - a • P) * (A - b • P) = 0 → A ≠ b • P → a ∈ levels A P := by
    intro a b hq hb
    have hw : ∃ w, (A - b • P) *ᵥ w ≠ 0 := by
      by_contra! hw
      refine hb (sub_eq_zero.mp (Matrix.toLin'.injective (LinearMap.ext fun w => ?_)))
      rw [Matrix.toLin'_apply, hw w, map_zero, LinearMap.zero_apply]
    obtain ⟨w, hw⟩ := hw
    have hPv : P *ᵥ ((A - b • P) *ᵥ w) = (A - b • P) *ᵥ w := by
      rw [Matrix.mulVec_mulVec, mul_sub, h1, mul_smul_comm, hP]
    have h0 : (A - a • P) *ᵥ ((A - b • P) *ᵥ w) = 0 := by
      rw [Matrix.mulVec_mulVec, hq, Matrix.zero_mulVec]
    generalize (A - b • P) *ᵥ w = v at hw hPv h0
    rw [Matrix.sub_mulVec, Matrix.smul_mulVec, hPv, sub_eq_zero] at h0
    exact ⟨v, hw, hPv, h0⟩
  ext E
  constructor
  · rintro ⟨v, hv, hPv, hE⟩
    have s (c : ℂ) : (A - c • P) *ᵥ v = (E - c) • v := by
      rw [Matrix.sub_mulVec, Matrix.smul_mulVec, hE, hPv, sub_smul]
    have h := congrArg (fun M => M *ᵥ v) hq
    simp only [← Matrix.mulVec_mulVec, s, Matrix.mulVec_smul, smul_smul,
      Matrix.zero_mulVec] at h
    rcases mul_eq_zero.mp ((smul_eq_zero.mp h).resolve_right hv) with h | h
    · exact Or.inr (sub_eq_zero.mp h)
    · exact Or.inl (sub_eq_zero.mp h)
  · rintro (rfl | rfl)
    · exact key _ b hq hb
    · refine key _ a ?_ ha
      rw [← hq]
      simp only [sub_mul, mul_sub, smul_mul_assoc, mul_smul_comm, h1, h2, hP]
      module
```

At the centre P is the identity, and the zero diagonal entry `hd` shows that X is neither 1/2 nor −1 times it.

```lean
/-- The spin-orbit operator has exactly the levels `1/2` and `-1`. -/
theorem levels_centre : levels spinOrbit 1 = {1 / 2, -1} := by
  have hd : spinOrbit (0, 0) (0, 0) = 0 := by simp [spinOrbit, L, cross, Fin.sum_univ_three]
  refine levels_of_quadratic (one_mul 1) (one_mul _) (mul_one _) ?_ ?_ ?_
  · rw [neg_one_smul, sub_neg_eq_add]
    exact spinOrbit_quadratic
  all_goals
    intro h
    rw [h] at hd
    simp at hd
```

Along n, the trace does this work.

```lean
/-- For a unit vector `n`, the projected spin-orbit operator has exactly the levels
`1/2` and `-1/2` on the range of the projection. -/
theorem levels_along {n : Fin 3 → ℝ} (hn : ∑ i, n i ^ 2 = 1) :
    levels (transverse n * spinOrbit * transverse n) (transverse n) = {1 / 2, -1 / 2} := by
  obtain ⟨hY, ht, hs⟩ := projected_spinOrbit hn
  have hP := (transverse_projection hn).1
  rw [← hY] at ht hs
  have h1 : transverse n * (transverse n * spinOrbit * transverse n) =
      transverse n * spinOrbit * transverse n := by rw [← mul_assoc, ← mul_assoc, hP]
  have h2 : transverse n * spinOrbit * transverse n * transverse n =
      transverse n * spinOrbit * transverse n := by rw [mul_assoc, hP]
  refine levels_of_quadratic hP h1 h2 ?_ ?_ ?_
  · simp only [sub_mul, mul_sub, smul_mul_assoc, mul_smul_comm, h1, h2, hP, hs]
    module
  -- a nonzero multiple of the projection would have a nonzero trace
  all_goals
    intro h
    rw [h, Matrix.trace_smul, transverse_trace hn] at ht
    norm_num at ht
```

Unit length matters in `levels_along`: assuming only n ≠ 0 would not suffice. For n = (0,0,2), `transverse n` has eigenvalues 0 and 4, fixes no nonzero vector, and leaves the set of levels empty.

The final theorem takes any two distinct levels on each side and compares their distances. The proof inserts the two known sets and checks each combination.

```lean
/-- Two-thirds rule: for a unit vector `n`, the distance between two distinct levels of the
projected spin-orbit operator, on the range of the projection, is two thirds of the distance
between two distinct levels of the full one. -/
theorem two_thirds_rule {n : Fin 3 → ℝ} (hn : ∑ i, n i ^ 2 = 1) {E₁ E₂ F₁ F₂ : ℂ}
    (hE₁ : E₁ ∈ levels spinOrbit 1) (hE₂ : E₂ ∈ levels spinOrbit 1) (hE : E₁ ≠ E₂)
    (hF₁ : F₁ ∈ levels (transverse n * spinOrbit * transverse n) (transverse n))
    (hF₂ : F₂ ∈ levels (transverse n * spinOrbit * transverse n) (transverse n))
    (hF : F₁ ≠ F₂) : ‖F₁ - F₂‖ = 2 / 3 * ‖E₁ - E₂‖ := by
  rw [levels_centre] at hE₁ hE₂
  rw [levels_along hn] at hF₁ hF₂
  revert hE hF
  rcases hE₁ with rfl | rfl <;> rcases hE₂ with rfl | rfl <;> rcases hF₁ with rfl | rfl <;>
    rcases hF₂ with rfl | rfl <;> norm_num

end

end TwoThirdsRule
```

```lean
#print axioms TwoThirdsRule.two_thirds_rule
-- 'TwoThirdsRule.two_thirds_rule' depends on axioms: [propext, Classical.choice, Quot.sound]
```
